# Two Dirac spinor fields on a grid can share a density and differ in current self-energy

On a nonempty finite grid, let charges and currents, the latter in units of c, interact through the same positive definite kernel W. Then every nonzero nonnegative density ρ belongs to two Dirac spinor fields: one has zero current self-energy, and the other has a current self-energy equal to the Hartree energy U[ρ] > 0. Hence no functional of the density alone cancels the current self-energy of every spinor field. At each grid point the current is bounded by the density, Σ j_k² ≤ n².

For one electron, exchange must cancel the direct self-interaction, including its current part when currents interact. In this finite-grid model a functional of the density and its gradients, as in a relativistic GGA, cannot do so for all spinor fields; an orbital functional has access to the current itself.

## The current bound and the two fields

Let ψ = (ψ₀, ψ₁, ψ₂, ψ₃) be a four-spinor, with density n = ψ†ψ and current j_k = ψ†α_kψ in units of c, where k = 0, 1, 2 stands for x, y, z. Let S = ψ†βψ and P = ψ†(iβγ₅)ψ be the scalar and pseudoscalar bilinears. All these matrices are Hermitian, so all these numbers are real. With a bar for complex conjugation, set

p = ψ̄₀ψ₂, q = ψ̄₁ψ₃, r = ψ̄₀ψ₃, s = ψ̄₁ψ₂.

Multiplying out the matrices gives

j₀ = 2 Re(r + s), j₁ = 2 Im(r − s), j₂ = 2 Re(p − q), P = −2 Im(p + q).

Therefore

j₀² + j₁² = 4|r + s̄|² = 4(|r|² + |s|² + 2 Re(rs)),

j₂² + P² = 4|p − q̄|² = 4(|p|² + |q|² − 2 Re(pq)).

Since pq = rs, the mixed terms cancel in the sum, which leaves

Σ j_k² + P² = 4(|ψ₀|² + |ψ₁|²)(|ψ₂|² + |ψ₃|²) = n² − S².

Thus n² = Σ j_k² + S² + P². The bound follows, with equality exactly when S = P = 0.

For a real grid function f define

U[f] = ½ Σ_{x,y} f(x) W(x,y) f(y).

The current self-energy E_j is the sum of U[j_k] over k. Now take the field

Ψ_t(x) = √ρ(x) (cos t, 0, sin t, 0).

Its density is ρ(cos² t + sin² t) = ρ. Its only current component is j₂ = 2ρ cos t sin t = sin(2t) ρ, so

E_j = sin²(2t) U[ρ].

The angle t = 0 gives zero and t = π/4 gives U[ρ], which is positive because W is positive definite.

Let F be any density functional, added to E_j in the hope of cancelling it. If |F[ρ]| ≥ U[ρ]/2, the first field leaves a residual of at least U[ρ]/2. Otherwise the second does, since U[ρ] + F[ρ] ≥ U[ρ] − |F[ρ]| ≥ U[ρ]/2.

If all entries of W are nonnegative, U[n] is also an upper bound on E_j for a field with density n. By Cauchy-Schwarz and the pointwise bound, j(x)·j(y) ≤ n(x)n(y); multiplying by W(x,y)/2 and summing over pairs gives E_j ≤ U[n].

## A two-point grid

Take W with diagonal entries 2 and off-diagonal entries 1. Its eigenvalues are 1 and 3, so it is positive definite. For ρ = (½, ½),

U[ρ] = ½ · ¼ · (2 + 1 + 1 + 2) = ¾.

At t = 0 the spinor at both points is (1/√2, 0, 0, 0), with no current. At t = π/4 it is (½, 0, ½, 0), with density ½, current j₂ = ½ and E_j = ¾. The choice F[ρ] = −¾ corrects the second field and spoils the first; F[ρ] = −⅜ leaves ⅜ in magnitude on both.

## Spinors and bilinears in Lean

A spinor is a function `Fin 4 → ℂ`, and the matrices are written out in the standard representation.

```lean
import Mathlib

open Matrix

namespace DiracCurrentSelfEnergy

noncomputable section

/-- The three Dirac matrices `α_x, α_y, α_z` in the standard representation. -/
def alpha : Fin 3 → Matrix (Fin 4) (Fin 4) ℂ :=
  ![!![0, 0, 0, 1; 0, 0, 1, 0; 0, 1, 0, 0; 1, 0, 0, 0],
    !![0, 0, 0, -Complex.I; 0, 0, Complex.I, 0; 0, -Complex.I, 0, 0; Complex.I, 0, 0, 0],
    !![0, 0, 1, 0; 0, 0, 0, -1; 1, 0, 0, 0; 0, -1, 0, 0]]

/-- The Dirac matrix `β` in the standard representation. -/
def beta : Matrix (Fin 4) (Fin 4) ℂ :=
  !![1, 0, 0, 0; 0, 1, 0, 0; 0, 0, -1, 0; 0, 0, 0, -1]

/-- The pseudoscalar matrix `i β γ₅` in the standard representation. -/
def pseudo : Matrix (Fin 4) (Fin 4) ℂ :=
  !![0, 0, Complex.I, 0; 0, 0, 0, Complex.I; -Complex.I, 0, 0, 0; 0, -Complex.I, 0, 0]
```

The expression `star ψ ⬝ᵥ (A *ᵥ ψ)` is ψ†Aψ. The definitions take real parts, so that energies are real numbers.

```lean
/-- The real part of the local bilinear `ψ† A ψ`. -/
def bilinear (A : Matrix (Fin 4) (Fin 4) ℂ) (ψ : Fin 4 → ℂ) : ℝ :=
  (star ψ ⬝ᵥ (A *ᵥ ψ)).re

/-- The density `n = ψ† ψ` of a four-spinor, as a real number. -/
def density (ψ : Fin 4 → ℂ) : ℝ := (star ψ ⬝ᵥ ψ).re

/-- The current component `j_k = ψ† α_k ψ` (in units of `c`), as a real number. -/
def current (ψ : Fin 4 → ℂ) (k : Fin 3) : ℝ := bilinear (alpha k) ψ
```

For the density and the current, the next theorem shows that nothing is lost by this: the complex expressions equal the real ones. The proof expands the components and checks that the imaginary part vanishes.

```lean
/-- `ψ† ψ` and `ψ† α_k ψ` have no imaginary part: they equal the real density and current. -/
theorem density_current_real (ψ : Fin 4 → ℂ) :
    star ψ ⬝ᵥ ψ = (density ψ : ℂ) ∧
      ∀ k, star ψ ⬝ᵥ (alpha k *ᵥ ψ) = (current ψ k : ℂ) := by
  constructor
  · refine Complex.ext rfl ?_
    rw [Complex.ofReal_im]
    simp [dotProduct, Fin.sum_univ_four]
    ring
  · intro k
    refine Complex.ext rfl ?_
    rw [Complex.ofReal_im]
    fin_cases k <;> simp [alpha, Matrix.mulVec, dotProduct, Fin.sum_univ_four] <;> ring
```

The Fierz identity is the relation n² = Σ j_k² + S² + P². Here `simp` expands everything into real and imaginary parts, and `ring` performs the cancellation done above with p, q, r and s.

```lean
/-- Fierz identity: the squared density is the squared current plus the squares of the scalar
and pseudoscalar bilinears. -/
theorem fierz_identity (ψ : Fin 4 → ℂ) :
    density ψ ^ 2 = ∑ k, current ψ k ^ 2 + bilinear beta ψ ^ 2 + bilinear pseudo ψ ^ 2 := by
  simp [density, current, bilinear, alpha, beta, pseudo, Matrix.mulVec, dotProduct,
    Fin.sum_univ_four, Fin.sum_univ_three]
  ring
```

The bound and its equality case follow because S² and P² are nonnegative.

```lean
/-- The length of the Dirac current never exceeds the density. -/
theorem sum_current_sq_le (ψ : Fin 4 → ℂ) : ∑ k, current ψ k ^ 2 ≤ density ψ ^ 2 := by
  linarith [fierz_identity ψ, sq_nonneg (bilinear beta ψ), sq_nonneg (bilinear pseudo ψ)]

/-- The squared current equals the squared density exactly when the scalar and the pseudoscalar
bilinear both vanish. -/
theorem sum_current_sq_eq_iff (ψ : Fin 4 → ℂ) :
    ∑ k, current ψ k ^ 2 = density ψ ^ 2 ↔ bilinear beta ψ = 0 ∧ bilinear pseudo ψ = 0 := by
  have h := fierz_identity ψ
  have hS := sq_nonneg (bilinear beta ψ)
  have hP := sq_nonneg (bilinear pseudo ψ)
  constructor
  · intro e
    exact ⟨(pow_eq_zero_iff two_ne_zero).1 (by linarith),
      (pow_eq_zero_iff two_ne_zero).1 (by linarith)⟩
  · rintro ⟨a, b⟩
    rw [a, b] at h
    linarith
```

The two-spinor version combines Cauchy-Schwarz with the bound for each spinor. Nonnegativity of the densities allows the passage from squares back to the quantities themselves.

```lean
/-- The scalar product of the currents of two spinors is at most the product of their
densities. -/
theorem current_overlap_le (ψ φ : Fin 4 → ℂ) :
    ∑ k, current ψ k * current φ k ≤ density ψ * density φ := by
  have pos : ∀ χ : Fin 4 → ℂ, 0 ≤ density χ := by
    intro χ
    have e : density χ = ∑ i, ((χ i).re ^ 2 + (χ i).im ^ 2) := by
      simp [density, dotProduct, Fin.sum_univ_four]
      ring
    rw [e]
    positivity
  -- Cauchy-Schwarz, then the pointwise bound for each spinor
  have h : (∑ k, current ψ k * current φ k) ^ 2 ≤ (density ψ * density φ) ^ 2 := by
    calc (∑ k, current ψ k * current φ k) ^ 2
        ≤ (∑ k, current ψ k ^ 2) * ∑ k, current φ k ^ 2 :=
          Finset.sum_mul_sq_le_sq_mul_sq _ _ _
      _ ≤ density ψ ^ 2 * density φ ^ 2 :=
          mul_le_mul (sum_current_sq_le ψ) (sum_current_sq_le φ)
            (Finset.sum_nonneg fun k _ => sq_nonneg _) (sq_nonneg _)
      _ = (density ψ * density φ) ^ 2 := by ring
  exact le_of_abs_le (abs_le_of_sq_le_sq h (mul_nonneg (pos ψ) (pos φ)))
```

## Energies on the grid

The grid is any finite type `X`, and `pairEnergy W` is U. The kernel stands for a discretised Coulomb interaction with a finite on-site value. The current energy is taken with a positive sign; in the Gaunt interaction it enters with a minus sign, which makes no difference to cancellation by an arbitrary F.

```lean
variable {X : Type*} [Fintype X]

/-- The self-energy `½ Σ f(x) W(x,y) f(y)` of a real grid function; for a density it is the
Hartree energy. -/
def pairEnergy (W : Matrix X X ℝ) (f : X → ℝ) : ℝ := 1 / 2 * (f ⬝ᵥ (W *ᵥ f))

/-- The current self-energy `½ Σ j(x)·j(y) W(x,y)` of a spinor field on the grid. -/
def currentEnergy (W : Matrix X X ℝ) (Ψ : X → Fin 4 → ℂ) : ℝ :=
  ∑ k, pairEnergy W (fun x => current (Ψ x) k)

/-- The spinor field `√ρ (cos t, 0, sin t, 0)`, for a nonnegative density `ρ` and a mixing
angle `t` between upper and lower components. -/
def mixedField (ρ : X → ℝ) (t : ℝ) (x : X) : Fin 4 → ℂ :=
  ![((Real.sqrt (ρ x) * Real.cos t : ℝ) : ℂ), 0, ((Real.sqrt (ρ x) * Real.sin t : ℝ) : ℂ), 0]
```

The field has real components, so one small computation supplies its density and current.

```lean
/-- A spinor `(a, 0, b, 0)` with real `a`, `b` has density `a² + b²` and current `2ab`
along `z`. -/
theorem real_spinor_bilinears (a b : ℝ) :
    density ![(a : ℂ), 0, (b : ℂ), 0] = a ^ 2 + b ^ 2 ∧
      current ![(a : ℂ), 0, (b : ℂ), 0] = ![0, 0, 2 * a * b] := by
  constructor
  · simp [density, dotProduct, Fin.sum_univ_four]
    ring
  · ext k
    fin_cases k <;>
      simp [current, bilinear, alpha, Matrix.mulVec, dotProduct, Fin.sum_univ_four]
    ring

/-- For a nonnegative `ρ`, the mixed field has density `ρ` at every angle `t`, while its current
self-energy is `sin²(2t)` times the Hartree energy of `ρ`. -/
theorem mixedField_energy (W : Matrix X X ℝ) (ρ : X → ℝ) (hρ : ∀ x, 0 ≤ ρ x) (t : ℝ) :
    (∀ x, density (mixedField ρ t x) = ρ x) ∧
      currentEnergy W (mixedField ρ t) = Real.sin (2 * t) ^ 2 * pairEnergy W ρ := by
  constructor
  · intro x
    rw [mixedField, (real_spinor_bilinears _ _).1]
    linear_combination (Real.cos t ^ 2 + Real.sin t ^ 2) * Real.mul_self_sqrt (hρ x)
      + ρ x * Real.sin_sq_add_cos_sq t
  · -- only the z component of the current survives, and it is proportional to the density
    have h0 : (fun x => current (mixedField ρ t x) 0) = 0 := by
      funext x
      rw [mixedField, (real_spinor_bilinears _ _).2]
      rfl
    have h1 : (fun x => current (mixedField ρ t x) 1) = 0 := by
      funext x
      rw [mixedField, (real_spinor_bilinears _ _).2]
      rfl
    have h2 : (fun x => current (mixedField ρ t x) 2) = Real.sin (2 * t) • ρ := by
      funext x
      rw [mixedField, (real_spinor_bilinears _ _).2]
      change 2 * (Real.sqrt (ρ x) * Real.cos t) * (Real.sqrt (ρ x) * Real.sin t)
        = Real.sin (2 * t) * ρ x
      rw [Real.sin_two_mul]
      linear_combination 2 * Real.cos t * Real.sin t * Real.mul_self_sqrt (hρ x)
    rw [currentEnergy, Fin.sum_univ_three, h0, h1, h2]
    simp only [pairEnergy, Matrix.mulVec_smul, smul_dotProduct, dotProduct_smul, smul_eq_mul,
      zero_dotProduct]
    ring
```

This theorem turns on the tactic `linear_combination`. To prove the density formula, it is given two known equations, √ρ·√ρ = ρ and sin² t + cos² t = 1, with the multipliers cos² t + sin² t and ρ. It subtracts the weighted equations from the goal and leaves `ring` to verify that the remainder is identically zero. `ring` alone would treat √ρ, sin t and cos t as unrelated symbols. The hypothesis ρ ≥ 0 enters through the first equation.

## Equal densities, unequal energies

The hypothesis `W.PosDef` expresses that every nonzero charge distribution has positive self-energy, as for the Coulomb interaction; it is assumed of the grid kernel. The proof inserts t = 0 and t = π/4.

```lean
/-- For a positive definite kernel, every nonzero nonnegative density is shared by two spinor
fields, one with zero current self-energy and one whose current self-energy is strictly positive
and equal to the Hartree energy. -/
theorem same_density_different_currentEnergy (W : Matrix X X ℝ) (hW : W.PosDef)
    (ρ : X → ℝ) (hρ : ∀ x, 0 ≤ ρ x) (hne : ρ ≠ 0) :
    ∃ Ψ Φ : X → Fin 4 → ℂ, (∀ x, density (Ψ x) = ρ x) ∧ (∀ x, density (Φ x) = ρ x) ∧
      currentEnergy W Ψ = 0 ∧ currentEnergy W Φ = pairEnergy W ρ ∧ 0 < currentEnergy W Φ := by
  have hU : 0 < pairEnergy W ρ := by
    have h : 0 < ρ ⬝ᵥ (W *ᵥ ρ) := by simpa using hW.dotProduct_mulVec_pos hne
    unfold pairEnergy
    linarith
  obtain ⟨d0, e0⟩ := mixedField_energy W ρ hρ 0
  obtain ⟨d1, e1⟩ := mixedField_energy W ρ hρ (Real.pi / 4)
  have ht : 2 * (Real.pi / 4) = Real.pi / 2 := by ring
  rw [ht, Real.sin_pi_div_two, one_pow, one_mul] at e1
  rw [mul_zero, Real.sin_zero, zero_pow two_ne_zero, zero_mul] at e0
  exact ⟨_, _, d0, d1, e0, e1, e1 ▸ hU⟩
```

In the next theorem `F` is an arbitrary function of the whole density, so gradient and nonlocal dependence are included. The case split on |F[ρ]| is the one made by hand.

```lean
/-- No density functional `F` cancels the current self-energy: for a positive definite kernel and
any nonzero nonnegative density, some spinor field with that density leaves a residual of at
least half the Hartree energy, which is strictly positive. -/
theorem no_density_functional_cancels (W : Matrix X X ℝ) (hW : W.PosDef)
    (F : (X → ℝ) → ℝ) (ρ : X → ℝ) (hρ : ∀ x, 0 ≤ ρ x) (hne : ρ ≠ 0) :
    0 < pairEnergy W ρ ∧ ∃ Ψ : X → Fin 4 → ℂ, (∀ x, density (Ψ x) = ρ x) ∧
      pairEnergy W ρ / 2 ≤ |currentEnergy W Ψ + F ρ| := by
  obtain ⟨Ψ, Φ, dΨ, dΦ, eΨ, eΦ, hpos⟩ :=
    same_density_different_currentEnergy W hW ρ hρ hne
  refine ⟨eΦ ▸ hpos, ?_⟩
  -- a value of F that is good for one field is bad for the other
  rcases le_total (pairEnergy W ρ / 2) |F ρ| with h | h
  · exact ⟨Ψ, dΨ, by rw [eΨ, zero_add]; exact h⟩
  · refine ⟨Φ, dΦ, ?_⟩
    rw [eΦ]
    linarith [le_abs_self (pairEnergy W ρ + F ρ), neg_abs_le (F ρ)]
```

The fields need not solve a Dirac equation, and equal upper and lower components are far from a weakly relativistic electron state. A functional required to work only on ground states is therefore not excluded.

The upper bound assumes nonnegative entries of W instead of positive definiteness. The proof reorders the sums and compares the energies pair by pair.

```lean
/-- For a kernel with nonnegative entries, the current self-energy of a spinor field is at most
the Hartree energy of its density. -/
theorem currentEnergy_le_hartree (W : Matrix X X ℝ) (hW : ∀ x y, 0 ≤ W x y)
    (Ψ : X → Fin 4 → ℂ) :
    currentEnergy W Ψ ≤ pairEnergy W (fun x => density (Ψ x)) := by
  have e : ∀ f : X → ℝ, pairEnergy W f = ∑ x, ∑ y, 1 / 2 * W x y * (f x * f y) := by
    intro f
    simp only [pairEnergy, dotProduct, Matrix.mulVec, Finset.mul_sum]
    refine Finset.sum_congr rfl fun x _ => Finset.sum_congr rfl fun y _ => ?_
    ring
  simp only [currentEnergy, e]
  -- compare the two energies pair by pair of grid points
  rw [Finset.sum_comm]
  refine Finset.sum_le_sum fun x _ => ?_
  rw [Finset.sum_comm]
  refine Finset.sum_le_sum fun y _ => ?_
  rw [← Finset.mul_sum]
  exact mul_le_mul_of_nonneg_left (current_overlap_le (Ψ x) (Ψ y)) (by linarith [hW x y])

end

end DiracCurrentSelfEnergy
```

```lean
#print axioms DiracCurrentSelfEnergy.sum_current_sq_eq_iff
-- 'DiracCurrentSelfEnergy.sum_current_sq_eq_iff' depends on axioms: [propext, Classical.choice, Quot.sound]
#print axioms DiracCurrentSelfEnergy.same_density_different_currentEnergy
-- 'DiracCurrentSelfEnergy.same_density_different_currentEnergy' depends on axioms: [propext, Classical.choice, Quot.sound]
#print axioms DiracCurrentSelfEnergy.no_density_functional_cancels
-- 'DiracCurrentSelfEnergy.no_density_functional_cancels' depends on axioms: [propext, Classical.choice, Quot.sound]
#print axioms DiracCurrentSelfEnergy.currentEnergy_le_hartree
-- 'DiracCurrentSelfEnergy.currentEnergy_le_hartree' depends on axioms: [propext, Classical.choice, Quot.sound]
```
